# The unitarity defect of a truncated translation matrix is positive semidefinite and vanishes exactly when the translation commutes with the projection

Let `U` be a unitary complex matrix over a finite set of partial waves, and `P` an orthogonal projection onto the retained ones. The theorem says that the truncated matrix A = PUP has a positive semidefinite defect P − AA†, and that this defect is zero if and only if UP = PU, that is, when `U` does not mix retained and discarded waves. The proof writes the defect as the block PU(1 − P) times its own adjoint, which gives positivity. If the defect is zero, a trace argument applied to both `U` and its adjoint makes both off-diagonal blocks vanish, and so `U` commutes with `P`; conversely, if they commute, the block is zero and the defect with it.

As first written in Lean, the proof fails:

```lean
import Mathlib

open Matrix
open scoped ComplexOrder

namespace TruncatedTranslation

variable {n : Type*} [Fintype n] [DecidableEq n]

/-- An orthogonal projection onto the retained partial waves: a Hermitian idempotent matrix. -/
structure IsOrthProj (P : Matrix n n ℂ) : Prop where
  herm : Pᴴ = P
  idem : P * P = P

/-- The translation matrix `U` truncated to the retained waves, `A = P U P`. -/
def truncated (P U : Matrix n n ℂ) : Matrix n n ℂ := P * U * P

/-- The unitarity defect `P - A Aᴴ` of the truncated translation matrix `A = P U P`. -/
def unitarityDefect (P U : Matrix n n ℂ) : Matrix n n ℂ :=
  P - truncated P U * (truncated P U)ᴴ

/-- The block `P U (1 - P)` of `U` that carries discarded waves into retained ones. -/
def leak (P U : Matrix n n ℂ) : Matrix n n ℂ := P * U * (1 - P)

/-- The adjoint of a unitary translation matrix is unitary. -/
theorem adjoint_mem_unitaryGroup {U : Matrix n n ℂ} (hU : U ∈ Matrix.unitaryGroup n ℂ) :
    Uᴴ ∈ Matrix.unitaryGroup n ℂ := by
  rw [Matrix.mem_unitaryGroup_iff, star_eq_conjTranspose, conjTranspose_conjTranspose]
  exact Matrix.mem_unitaryGroup_iff'.mp hU

/-- For a unitary `U` and an orthogonal projection `P`, the unitarity defect is the leakage block
times its adjoint. -/
theorem unitarityDefect_eq_leak {P U : Matrix n n ℂ} (hP : IsOrthProj P)
    (hU : U ∈ Matrix.unitaryGroup n ℂ) :
    unitarityDefect P U = leak P U * (leak P U)ᴴ := by
  have hU' : U * Uᴴ = 1 := Matrix.mem_unitaryGroup_iff.mp hU
  have hq : (1 - P) * (1 - P) = 1 - P := by
    simp [sub_mul, mul_sub, hP.idem]
  simp only [unitarityDefect, truncated, leak, conjTranspose_mul, conjTranspose_sub,
    conjTranspose_one, hP.herm]
  calc P - P * U * P * (P * (Uᴴ * P))
      = P - P * U * (P * P) * Uᴴ * P := by simp only [mul_assoc]
    -- unitarity inserts the full set of intermediate waves
    _ = P * (U * Uᴴ) * P - P * U * P * Uᴴ * P := by rw [hU', mul_one, hP.idem]
    _ = P * U * (1 - P) * Uᴴ * P := by noncomm_ring
    _ = P * U * ((1 - P) * (1 - P)) * Uᴴ * P := by rw [hq]
    _ = P * U * (1 - P) * ((1 - P) * (Uᴴ * P)) := by simp only [mul_assoc]

omit [DecidableEq n] in
/-- The defects of a translation and of its adjoint have the same trace. -/
theorem trace_unitarityDefect_adjoint {P : Matrix n n ℂ} (hP : IsOrthProj P)
    (U : Matrix n n ℂ) :
    (unitarityDefect P Uᴴ).trace = (unitarityDefect P U).trace := by
  have h : truncated P Uᴴ = (truncated P U)ᴴ := by
    simp only [truncated, conjTranspose_mul, hP.herm, mul_assoc]
  rw [unitarityDefect, unitarityDefect, h, conjTranspose_conjTranspose, trace_sub, trace_sub,
    Matrix.trace_mul_comm]

/-- For a unitary translation matrix `U` and `A = P U P`, the defect `P - A Aᴴ` is positive
semidefinite, and it vanishes if and only if `U` commutes with the projection `P`. -/
theorem unitarityDefect_posSemidef_and_eq_zero_iff {P U : Matrix n n ℂ} (hP : IsOrthProj P)
    (hU : U ∈ Matrix.unitaryGroup n ℂ) :
    (unitarityDefect P U).PosSemidef ∧ (unitarityDefect P U = 0 ↔ U * P = P * U) := by
  have hUs : Uᴴ ∈ Matrix.unitaryGroup n ℂ := star_mem hU
  refine ⟨?_, ?_, ?_⟩
  · rw [unitarityDefect_eq_leak hP hU]
    exact Matrix.posSemidef_self_mul_conjTranspose _
  · intro h
    -- both off-diagonal blocks have zero Hilbert-Schmidt norm
    have t1 : (unitarityDefect P U).trace = 0 := by rw [h, trace_zero]
    have t2 : (unitarityDefect P Uᴴ).trace = 0 := by
      rw [trace_unitarityDefect_adjoint hP, t1]
    rw [unitarityDefect_eq_leak hP hU] at t1
    rw [unitarityDefect_eq_leak hP hUs] at t2
    have l1 : leak P U = 0 := Matrix.trace_mul_conjTranspose_self_eq_zero_iff.mp t1
    have l2 : leak P Uᴴ = 0 := Matrix.trace_mul_conjTranspose_self_eq_zero_iff.mp t2
    have l3 := congrArg conjTranspose l2
    simp only [leak, conjTranspose_mul, conjTranspose_sub, conjTranspose_one,
      conjTranspose_conjTranspose, conjTranspose_zero, hP.herm] at l3
    rw [leak, mul_sub, mul_one, sub_eq_zero] at l1
    rw [sub_mul, one_mul, sub_eq_zero] at l3
    rw [l3, l1, mul_assoc]
  · intro h
    have l : leak P U = 0 := by
      rw [leak, ← h, mul_assoc, mul_sub, mul_one, hP.idem, sub_self, mul_zero]
    rw [unitarityDefect_eq_leak hP hU, l, zero_mul]

end TruncatedTranslation
```

The compiler's answer:

```
Main.lean:64:45: error(lean.synthInstanceFailed): failed to synthesize instance of type class
  StarMemClass (Submonoid (Matrix n n ℂ)) (Matrix n n ℂ)

Hint: Type class instance resolution failures can be inspected with the `set_option trace.Meta.synthInstance true` command.
```

The mended proof, as a diff:

```diff
@@ -62,5 +62,5 @@
     (hU : U ∈ Matrix.unitaryGroup n ℂ) :
     (unitarityDefect P U).PosSemidef ∧ (unitarityDefect P U = 0 ↔ U * P = P * U) := by
-  have hUs : Uᴴ ∈ Matrix.unitaryGroup n ℂ := star_mem hU
+  have hUs : Uᴴ ∈ Matrix.unitaryGroup n ℂ := adjoint_mem_unitaryGroup hU
   refine ⟨?_, ?_, ?_⟩
   · rw [unitarityDefect_eq_leak hP hU]
```

Diagnosis. The error falls on the step `hUs`, which says that the adjoint of `U` is again unitary. That is true, but `star_mem` is the wrong lemma for it. It needs an instance of `StarMemClass` for the type to which the set belongs, and such an instance promises that every member of that type is closed under `star`. Here `Matrix.unitaryGroup n ℂ` is a term of type `Submonoid (Matrix n n ℂ)`, so Lean looks for the promise for all submonoids of matrices and finds no instance. Nor should there be one in general, since a submonoid need not contain the adjoints of its elements. That the unitary group does contain them is a fact about this one submonoid, which the class can't express.

The repair uses `adjoint_mem_unitaryGroup`, proved earlier in the file, which states just this fact for the unitary group. Applied to `hU` it gives the membership wanted, with no need for a `StarMemClass` instance.
